# The least-power trigonometric interpolant on an even grid has equal Nyquist coefficients

A periodic field, such as a wavefunction in a one-dimensional cell with periodic boundary conditions, is stored at 2K equally spaced points, and its values between them are wanted. With the period scaled to 2π and the origin placed at a grid point, the waves exp(iKx) and exp(−iKx) both take the values (−1)^j on the grid, where j numbers the points starting from the origin. For an interpolant with frequencies from −K to K, the samples therefore fix only the sum of the amplitudes of these two waves, called the Nyquist coefficients here. For K ≥ 1, requiring the least sum of squared moduli of the coefficients, among interpolants with frequencies from −K to K, settles the split: the two amplitudes must be equal.

In Lean 4 with Mathlib:

```lean
import Mathlib

open Finset Complex ComplexConjugate

namespace NyquistInterpolation

noncomputable section
```

The file loads the mathematical library Mathlib and opens the names for finite sums and complex numbers.

```lean
/-- The grid point `π j / K` of the uniform grid with `2K` points per period `2π`. -/
def node (K j : ℕ) : ℝ := Real.pi * j / K
```

A `def` introduces an object. Here it is the grid point x_j = πj/K, a real number.

```lean
/-- The trigonometric polynomial with coefficients `c m`, `-K ≤ m ≤ K`. -/
def trigPoly (K : ℕ) (c : ℤ → ℂ) (x : ℝ) : ℂ :=
  ∑ m ∈ Icc (-(K : ℤ)) K, c m * Complex.exp (I * m * x)
```

The coefficients form a function c from the integers to ℂ, and `trigPoly K c x` is

f(x) = ∑_{m=−K}^{K} c_m exp(imx).

```lean
/-- The coefficients `c` vanish outside `[-K, K]` and their trigonometric polynomial takes the
values `y` on the grid. -/
def Interpolates (K : ℕ) (y : Fin (2 * K) → ℂ) (c : ℤ → ℂ) : Prop :=
  (∀ m : ℤ, (K : ℤ) < |m| → c m = 0) ∧
    ∀ j : Fin (2 * K), trigPoly K c (node K (j : ℕ)) = y j
```

The type `Fin (2 * K)` holds the indices j = 0, …, 2K − 1, so y is a list of 2K complex samples. `Interpolates` is a proposition with two parts: c_m = 0 for |m| > K, and f(x_j) = y_j for every j. Without the first part uniqueness would fail, because f does not see coefficients outside the band.

```lean
/-- The sum of the squared moduli of the coefficients. -/
def coeffPower (K : ℕ) (c : ℤ → ℂ) : ℝ := ∑ m ∈ Icc (-(K : ℤ)) K, ‖c m‖ ^ 2
```

This is P(c) = ∑_{m=−K}^{K} |c_m|². By Parseval's identity it equals the mean of |f|² over a period.

```lean
/-- The coefficients `c` interpolate `y` with the least power among all interpolants. -/
def IsMinimal (K : ℕ) (y : Fin (2 * K) → ℂ) (c : ℤ → ℂ) : Prop :=
  Interpolates K y c ∧ ∀ d, Interpolates K y d → coeffPower K c ≤ coeffPower K d
```

A minimal c interpolates y, and no interpolant d has smaller power.

```lean
/-- The grid phase `exp(i π n / K)`. -/
def wave (K : ℕ) (n : ℤ) : ℂ := Complex.exp (I * (Real.pi * n / K))
```

Write w(n) = exp(iπn/K) for the grid phase.

```lean
/-- The discrete Fourier coefficient of the grid data at frequency `m`. -/
def gridCoeff (K : ℕ) (y : Fin (2 * K) → ℂ) (m : ℤ) : ℂ :=
  (∑ j : Fin (2 * K), y j * wave K (-(m * ((j : ℕ) : ℤ)))) / (2 * K)
```

The discrete Fourier coefficient, with the factor 1/(2K) placed here, is

Y_m = (1/2K) ∑_j y_j w(−mj).

```lean
/-- Grid phases multiply when their arguments add. -/
theorem wave_add (K : ℕ) (a b : ℤ) : wave K (a + b) = wave K a * wave K b := by
  unfold wave
  rw [← Complex.exp_add]
  congr 1
  push_cast
  ring
```

A `theorem` gives a statement after the colon and its proof after `:=`. This one says w(a + b) = w(a) w(b), the addition rule for exponentials; `ring` does the algebra in the exponent.

```lean
/-- A grid phase is one exactly at the multiples of `2K`. -/
theorem wave_eq_one_iff {K : ℕ} (hK : 0 < K) (n : ℤ) :
    wave K n = 1 ↔ (2 * K : ℤ) ∣ n := by
  have hK' : (K : ℂ) ≠ 0 := by exact_mod_cast hK.ne'
  have hpi : (Real.pi : ℂ) ≠ 0 := by exact_mod_cast Real.pi_ne_zero
  unfold wave
  rw [Complex.exp_eq_one_iff]
  constructor
  · rintro ⟨q, hq⟩
    have h : (I * Real.pi) * (n : ℂ) = (I * Real.pi) * (2 * K * q) := by
      calc (I * Real.pi) * (n : ℂ) = (I * (Real.pi * n / K)) * K := by field_simp
        _ = _ := by rw [hq]; ring
    have h2 := mul_left_cancel₀ (mul_ne_zero I_ne_zero hpi) h
    exact ⟨q, by exact_mod_cast h2⟩
  · rintro ⟨q, rfl⟩
    exact ⟨q, by push_cast; field_simp⟩
```

The hypothesis `hK : 0 < K` is the condition K ≥ 1. The phase w(n) is 1 exactly when πn/K = 2πq for some integer q, that is, when n = 2Kq. The sign `∣` means "divides".

```lean
/-- Discrete orthogonality: the phases of frequency `n` sum to `2K` over the grid if `2K`
divides `n`, and to zero otherwise. -/
theorem grid_orthogonality {K : ℕ} (hK : 0 < K) (n : ℤ) :
    ∑ k ∈ range (2 * K), wave K (n * (k : ℤ)) = if (2 * K : ℤ) ∣ n then 2 * (K : ℂ) else 0 := by
  have hp : ∀ k : ℕ, wave K (n * (k : ℤ)) = wave K n ^ k := fun k => by
    unfold wave
    rw [← Complex.exp_nat_mul]
    congr 1
    push_cast
    ring
  simp_rw [hp]
  split_ifs with h
  · rw [(wave_eq_one_iff hK n).2 h]
    simp
  · have h1 : wave K n ≠ 1 := fun e => h ((wave_eq_one_iff hK n).1 e)
    have h2 : wave K n ^ (2 * K) = 1 := by
      rw [← hp]
      exact (wave_eq_one_iff hK _).2 ⟨n, by push_cast; ring⟩
    rw [geom_sum_eq h1, h2]
    simp
```

By the addition rule, w(nk) = rᵏ with r = w(n). If 2K divides n, then r = 1 and the 2K terms add up to 2K. Otherwise r ≠ 1, while r^(2K) = w(2Kn) = 1, and the geometric sum gives

∑_{k=0}^{2K−1} rᵏ = (r^(2K) − 1)/(r − 1) = 0.

`split_ifs` separates these two cases.

```lean
/-- On the grid a trigonometric polynomial is a sum of grid phases. -/
theorem trigPoly_node (K : ℕ) (c : ℤ → ℂ) (j : ℕ) :
    trigPoly K c (node K j) = ∑ m ∈ Icc (-(K : ℤ)) K, c m * wave K (m * (j : ℤ)) := by
  refine sum_congr rfl fun m _ => ?_
  unfold wave node
  congr 2
  push_cast
  ring
```

Since m x_j = πmj/K, the polynomial on the grid is f(x_j) = ∑_m c_m w(mj).

```lean
/-- A sum over `[-K, K]` splits into the two Nyquist terms and the interior. -/
theorem sum_Icc_split {M : Type*} [AddCommMonoid M] {K : ℕ} (hK : 0 < K) (g : ℤ → M) :
    ∑ m ∈ Icc (-(K : ℤ)) K, g m = g K + g (-K) + ∑ m ∈ Ioo (-(K : ℤ)) K, g m := by
  have h : Icc (-(K : ℤ)) K = insert (K : ℤ) (insert (-(K : ℤ)) (Ioo (-(K : ℤ)) K)) := by
    ext m
    simp only [mem_Icc, mem_insert, mem_Ioo]
    omega
  rw [h, sum_insert (by simp only [mem_insert, mem_Ioo]; omega), sum_insert (by simp), add_assoc]
```

A sum over [−K, K] is the term at K, the term at −K and the interior |m| < K. The condition K ≥ 1 keeps the two end terms distinct. For K = 1 the interior is just m = 0.

```lean
/-- Discrete Fourier inversion: the frequencies `-K ≤ m < K` reproduce the grid data. -/
theorem grid_inversion {K : ℕ} (hK : 0 < K) (y : Fin (2 * K) → ℂ) (j : Fin (2 * K)) :
    gridCoeff K y (-K) * wave K (-K * ((j : ℕ) : ℤ)) +
      ∑ m ∈ Ioo (-(K : ℤ)) K, gridCoeff K y m * wave K (m * ((j : ℕ) : ℤ)) = y j := by
  have hK' : (K : ℂ) ≠ 0 := by exact_mod_cast hK.ne'
  have hI : Ico (-(K : ℤ)) K = insert (-(K : ℤ)) (Ioo (-(K : ℤ)) K) := by
    ext m
    simp only [mem_Ico, mem_insert, mem_Ioo]
    omega
  -- shift the frequencies to 0, ..., 2K - 1
  have hs : ∑ m ∈ Ico (-(K : ℤ)) K, gridCoeff K y m * wave K (m * ((j : ℕ) : ℤ)) =
      ∑ k ∈ range (2 * K), gridCoeff K y ((k : ℤ) - K) * wave K (((k : ℤ) - K) * ((j : ℕ) : ℤ)) := by
    symm
    refine sum_nbij' (fun k : ℕ => (k : ℤ) - K) (fun m : ℤ => (m + K).toNat) ?_ ?_ ?_ ?_
      (fun _ _ => rfl) <;> intro a ha <;> simp only [mem_range, mem_Ico] at ha ⊢ <;> omega
  rw [hI, sum_insert (by simp)] at hs
  rw [hs]
  calc _ = ∑ k ∈ range (2 * K), ∑ l : Fin (2 * K),
        (y l / (2 * K) * wave K (-(K * (((j : ℕ) : ℤ) - ((l : ℕ) : ℤ))))) *
          wave K ((((j : ℕ) : ℤ) - ((l : ℕ) : ℤ)) * (k : ℤ)) := by
        refine sum_congr rfl fun k _ => ?_
        rw [gridCoeff, sum_div, sum_mul]
        refine sum_congr rfl fun l _ => ?_
        have e : wave K (-(((k : ℤ) - K) * ((l : ℕ) : ℤ))) * wave K (((k : ℤ) - K) * ((j : ℕ) : ℤ))
            = wave K (-(K * (((j : ℕ) : ℤ) - ((l : ℕ) : ℤ)))) *
              wave K ((((j : ℕ) : ℤ) - ((l : ℕ) : ℤ)) * (k : ℤ)) := by
          rw [← wave_add, ← wave_add]
          congr 1
          ring
        linear_combination (y l / (2 * K)) * e
    _ = y j := by
        rw [sum_comm]
        simp_rw [← mul_sum, grid_orthogonality hK]
        rw [sum_eq_single j]
        · rw [if_pos (by simp), sub_self, mul_zero, neg_zero,
            (wave_eq_one_iff hK 0).2 (dvd_zero _)]
          field_simp
        · intro l _ hl
          rw [if_neg, mul_zero]
          intro hd
          have h1 := j.isLt
          have h2 := l.isLt
          have h0 := Int.eq_zero_of_abs_lt_dvd hd (abs_lt.2 (by constructor <;> omega))
          exact hl (Fin.ext (by omega))
        · simp
```

This is Fourier inversion with the 2K frequencies −K, …, K − 1. Insert the definition of Y_m and put m = k − K:

∑_{m=−K}^{K−1} Y_m w(mj) = (1/2K) ∑_l y_l w(−K(j − l)) ∑_{k=0}^{2K−1} w((j − l)k).

The inner sum is 2K if 2K divides j − l and zero otherwise. Since |j − l| < 2K, only l = j survives, and the result is y_j. In the code, `sum_nbij'` shifts the frequencies, `sum_comm` exchanges the sums and `sum_eq_single j` keeps the surviving term.

```lean
/-- Band-limited coefficients interpolate the data exactly when the interior ones are the discrete
Fourier coefficients and the two Nyquist ones add up to that at frequency `K`. -/
theorem interpolates_iff {K : ℕ} (hK : 0 < K) (y : Fin (2 * K) → ℂ) (c : ℤ → ℂ) :
    Interpolates K y c ↔ (∀ m : ℤ, (K : ℤ) < |m| → c m = 0) ∧
      (∀ m : ℤ, |m| < (K : ℤ) → c m = gridCoeff K y m) ∧ c K + c (-K) = gridCoeff K y K := by
  have hK' : (2 * K : ℂ) ≠ 0 := by exact_mod_cast (by omega : 2 * K ≠ 0)
  constructor
  · rintro ⟨hs, h⟩
    -- the grid cannot separate frequencies that differ by a multiple of 2K
    have hal : ∀ l : ℤ, gridCoeff K y l =
        ∑ m ∈ Icc (-(K : ℤ)) K, if (2 * K : ℤ) ∣ m - l then c m else 0 := by
      intro l
      rw [gridCoeff, div_eq_iff hK', sum_mul]
      calc _ = ∑ j : Fin (2 * K), ∑ m ∈ Icc (-(K : ℤ)) K,
            c m * wave K ((m - l) * ((j : ℕ) : ℤ)) := by
            refine sum_congr rfl fun j _ => ?_
            rw [← h j, trigPoly_node, sum_mul]
            refine sum_congr rfl fun m _ => ?_
            rw [mul_assoc, ← wave_add, sub_mul, sub_eq_add_neg]
        _ = _ := by
            rw [sum_comm]
            refine sum_congr rfl fun m _ => ?_
            rw [← mul_sum, Fin.sum_univ_eq_sum_range (fun j : ℕ => wave K ((m - l) * (j : ℤ))),
              grid_orthogonality hK]
            split_ifs <;> simp
    refine ⟨hs, fun m hm => ?_, ?_⟩
    · have hm' := abs_lt.1 hm
      rw [hal, sum_eq_single m]
      · simp
      · intro b hb hbm
        have hb' := mem_Icc.1 hb
        rw [if_neg]
        intro hd
        have h0 := Int.eq_zero_of_abs_lt_dvd hd (abs_lt.2 (by constructor <;> omega))
        omega
      · intro hn
        exact absurd (mem_Icc.2 (by constructor <;> omega)) hn
    · have e1 : (2 * K : ℤ) ∣ (K : ℤ) - K := by simp
      have e2 : (2 * K : ℤ) ∣ -(K : ℤ) - K := ⟨-1, by ring⟩
      rw [hal, sum_Icc_split hK, if_pos e1, if_pos e2, sum_eq_zero, add_zero]
      intro m hm
      have hm' := mem_Ioo.1 hm
      rw [if_neg]
      intro hd
      have h0 := Int.eq_zero_of_abs_lt_dvd hd (abs_lt.2 (by constructor <;> omega))
      omega
  · rintro ⟨hs, hi, he⟩
    refine ⟨hs, fun j => ?_⟩
    -- the frequencies K and -K have the same phases on the grid
    have hw : ∀ n : ℤ, wave K (-K * n) = wave K (K * n) := fun n => by
      have e : (K : ℤ) * n = -K * n + 2 * K * n := by ring
      rw [e, wave_add, (wave_eq_one_iff hK (2 * K * n)).2 (dvd_mul_right _ _), mul_one]
    have hY : gridCoeff K y (-K) = gridCoeff K y K := by
      unfold gridCoeff
      congr 1
      refine sum_congr rfl fun l _ => ?_
      rw [← neg_mul, ← neg_mul, hw, neg_neg]
    have hsum : ∑ m ∈ Ioo (-(K : ℤ)) K, c m * wave K (m * ((j : ℕ) : ℤ)) =
        ∑ m ∈ Ioo (-(K : ℤ)) K, gridCoeff K y m * wave K (m * ((j : ℕ) : ℤ)) :=
      sum_congr rfl fun m hm => by rw [hi m (abs_lt.2 (mem_Ioo.1 hm))]
    have hinv := grid_inversion hK y j
    rw [hY, hw] at hinv
    rw [trigPoly_node, sum_Icc_split hK, hsum, hw]
    linear_combination hinv + wave K (K * ((j : ℕ) : ℤ)) * he
```

This theorem describes all interpolants. If c vanishes outside the band, it interpolates y exactly when

c_m = Y_m for |m| < K, and c_K + c_(−K) = Y_K.

For the forward direction, put y_j = ∑_m c_m w(mj) into the definition of Y_l and use orthogonality. The result, called `hal` in the proof, is

Y_l = sum of those c_m, −K ≤ m ≤ K, for which 2K divides m − l.

If |l| < K, then |m − l| < 2K, so only m = l contributes. If l = K, both m = K and m = −K contribute.

For the converse, w(−Kj) = w(Kj), because the arguments differ by 2Kj. The same fact gives Y_(−K) = Y_K. Hence

f(x_j) = (c_K + c_(−K)) w(Kj) + ∑_{|m|<K} Y_m w(mj) = Y_K w(Kj) + ∑_{|m|<K} Y_m w(mj) = y_j,

where the last step is the inversion formula. The closing `linear_combination` adds these equations with the right factors.

```lean
/-- If `c` and `d` interpolate the same data and `d K = d (-K)`, the power of `c` equals that of `d`
plus half the squared modulus of `c K - c (-K)`. -/
theorem coeffPower_eq {K : ℕ} (hK : 0 < K) {y : Fin (2 * K) → ℂ} {c d : ℤ → ℂ}
    (hc : Interpolates K y c) (hd : Interpolates K y d) (hb : d K = d (-K)) :
    coeffPower K c = coeffPower K d + ‖c K - c (-K)‖ ^ 2 / 2 := by
  obtain ⟨-, ci, ce⟩ := (interpolates_iff hK y c).1 hc
  obtain ⟨-, di, de⟩ := (interpolates_iff hK y d).1 hd
  have hsum : ∑ m ∈ Ioo (-(K : ℤ)) K, ‖c m‖ ^ 2 = ∑ m ∈ Ioo (-(K : ℤ)) K, ‖d m‖ ^ 2 :=
    sum_congr rfl fun m hm => by
      rw [ci m (abs_lt.2 (mem_Ioo.1 hm)), di m (abs_lt.2 (mem_Ioo.1 hm))]
  have h2 : c K + c (-K) = 2 * d K := by linear_combination ce - de - hb
  -- parallelogram law for the two Nyquist coefficients
  have p := parallelogram_law_with_norm ℝ (c K) (c (-K))
  rw [h2, norm_mul, show ‖(2 : ℂ)‖ = 2 by simp] at p
  rw [coeffPower, coeffPower, sum_Icc_split hK, sum_Icc_split hK, hsum, ← hb]
  linear_combination (-1 / 2) * p
```

Let c and d interpolate the same data, with d_K = d_(−K). Their interior coefficients agree, and c_K + c_(−K) = Y_K = 2d_K. The parallelogram law reads

|c_K + c_(−K)|² + |c_K − c_(−K)|² = 2|c_K|² + 2|c_(−K)|².

Replacing the first term by 4|d_K|² and halving gives

|c_K|² + |c_(−K)|² = 2|d_K|² + |c_K − c_(−K)|²/2.

Adding the equal interior terms yields

P(c) = P(d) + |c_K − c_(−K)|²/2.

```lean
/-- For any data on the `2K`-point grid exactly one interpolant with frequencies in `[-K, K]` has
least power, and an interpolant is the minimiser if and only if `c K = c (-K)`. -/
theorem existsUnique_minimal {K : ℕ} (hK : 0 < K) (y : Fin (2 * K) → ℂ) :
    (∃! c, IsMinimal K y c) ∧
      ∀ c, Interpolates K y c → (IsMinimal K y c ↔ c K = c (-K)) := by
  -- share the Nyquist amplitude equally between K and -K
  obtain ⟨b, hb, hbK⟩ : ∃ b, Interpolates K y b ∧ b K = b (-K) := by
    refine ⟨fun m => if |m| < (K : ℤ) then gridCoeff K y m else
      if |m| = (K : ℤ) then gridCoeff K y K / 2 else 0,
      (interpolates_iff hK y _).2 ⟨fun m hm => ?_, fun m hm => ?_, ?_⟩, ?_⟩
    · simp [not_lt_of_ge hm.le, hm.ne']
    · simp [hm]
    · simp
    · simp
  have key : ∀ c, Interpolates K y c → (IsMinimal K y c ↔ c K = c (-K)) := by
    intro c hc
    constructor
    · intro hm
      have h1 := hm.2 b hb
      rw [coeffPower_eq hK hc hb hbK] at h1
      have h2 : ‖c K - c (-K)‖ ^ 2 = 0 := le_antisymm (by linarith) (sq_nonneg _)
      exact sub_eq_zero.1 (norm_eq_zero.1 (pow_eq_zero_iff two_ne_zero |>.1 h2))
    · intro h
      refine ⟨hc, fun d hd => ?_⟩
      rw [coeffPower_eq hK hd hc h]
      linarith [sq_nonneg ‖d K - d (-K)‖]
  refine ⟨⟨b, (key b hb).2 hbK, fun c hc => ?_⟩, key⟩
  have hcK := (key c hc.1).1 hc
  obtain ⟨cs, ci, ce⟩ := (interpolates_iff hK y c).1 hc.1
  obtain ⟨bs, bi, be⟩ := (interpolates_iff hK y b).1 hb
  have e : c K = b K := by linear_combination (ce - be + hcK - hbK) / 2
  funext m
  rcases lt_trichotomy |m| (K : ℤ) with h | h | h
  · rw [ci m h, bi m h]
  · rcases eq_or_eq_neg_of_abs_eq h with rfl | rfl
    · exact e
    · rw [← hcK, ← hbK, e]
  · rw [cs m h, bs m h]
```

The symbol `∃!` means "there is exactly one". The theorem says that exactly one coefficient family is minimal, and that an interpolant c is minimal if and only if c_K = c_(−K).

The proof first builds a balanced interpolant b, with b_m = Y_m inside the band, b_K = b_(−K) = Y_K/2 and zeros outside. If c is minimal, then P(c) ≤ P(b), so the power formula forces |c_K − c_(−K)|² = 0. Conversely, if c is balanced, the formula shows that any other interpolant has at least its power. This equivalence is `key`. Finally, a minimal c is balanced, so c_K = c_(−K) = Y_K/2, and it agrees with b at every integer m; the proof checks |m| < K, |m| = K and |m| > K in turn.

```lean
/-- For real grid data the interpolant of least power is real at every point. -/
theorem minimal_real {K : ℕ} (hK : 0 < K) {y : Fin (2 * K) → ℂ} (hy : ∀ j, (y j).im = 0)
    {c : ℤ → ℂ} (hc : IsMinimal K y c) (x : ℝ) : (trigPoly K c x).im = 0 := by
  -- conjugation reflects the frequencies
  have hconj : ∀ t : ℝ, trigPoly K (fun m => conj (c (-m))) t = conj (trigPoly K c t) := by
    intro t
    unfold trigPoly
    rw [map_sum]
    refine sum_nbij' (fun m : ℤ => -m) (fun m : ℤ => -m) ?_ ?_ ?_ ?_ ?_
    · intro m hm
      simp only [mem_Icc] at hm ⊢
      omega
    · intro m hm
      simp only [mem_Icc] at hm ⊢
      omega
    · intro m _
      exact neg_neg m
    · intro m _
      exact neg_neg m
    · intro m _
      rw [map_mul, ← Complex.exp_conj]
      simp
  obtain ⟨hu, key⟩ := existsUnique_minimal hK y
  have hd : Interpolates K y (fun m => conj (c (-m))) := by
    refine ⟨fun m hm => ?_, fun j => ?_⟩
    · have h0 := hc.1.1 (-m) (by rwa [abs_neg])
      simp [h0]
    · rw [hconj, hc.1.2 j]
      exact Complex.conj_eq_iff_im.2 (hy j)
  have hm := (key _ hd).2 (by simp [(key c hc.1).1 hc])
  have e := hconj x
  rw [hu.unique hm hc] at e
  exact Complex.conj_eq_iff_im.1 e.symm

end

end NyquistInterpolation
```

Suppose all samples are real. Define c̃_m as the complex conjugate of c_(−m). Conjugating the Fourier sum and relabelling m → −m shows that the polynomial of c̃ is the conjugate of f. On the grid it takes the same real values y_j, so c̃ interpolates y. It is balanced because c is, hence minimal, and uniqueness gives c̃ = c. So f equals its own conjugate at every real x, also between the grid points.

A discrete Fourier transform stores a single Nyquist coefficient, often labelled −K, and it is easily left there whole when the series is evaluated off the grid. For real data this adds the imaginary part −Y_K sin(Kx), which vanishes at every grid point and so escapes a check there. The balanced choice contributes Y_K cos(Kx) instead.

The result bears on Fourier interpolation of wavefunctions and densities in simulation codes, here for one dimension and an even number of uniformly spaced points. Least power is a criterion imposed on the interpolant; the samples do not reveal how the original field divided its Nyquist amplitude.

```lean
#print axioms NyquistInterpolation.coeffPower_eq
-- 'NyquistInterpolation.coeffPower_eq' depends on axioms: [propext, Classical.choice, Quot.sound]
#print axioms NyquistInterpolation.minimal_real
-- 'NyquistInterpolation.minimal_real' depends on axioms: [propext, Classical.choice, Quot.sound]
```
